# For a differentiable magnetisation without zeros, $|\nabla|\mathbf m||^2=|\nabla\mathbf m|^2$ everywhere exactly when $\mathbf m/|\mathbf m|$ is constant

A noncollinear calculation can use a GGA functional written for collinear spins by treating each grid point as if it were collinear. The code takes the density $n$ and the magnetisation vector $\mathbf m$, forms the two spin densities $(n\pm|\mathbf m|)/2$, and evaluates the functional with them. It also has to supply a gradient of the magnetisation. One choice is the gradient of the magnitude $|\mathbf m|$, which is the gradient of $\mathbf m$ projected on the local spin direction. It discards whatever part of the gradient comes from the spins turning.

In a spiral $\mathbf m(x)=m_0(\cos qx,\sin qx,0)$ with constants $m_0>0$ and $q\neq0$, the magnitude is constant, so the projected variable is zero, while the full squared derivative is $m_0^2q^2$. The question is for which magnetisations nothing is discarded. If $\mathbf m$ is differentiable and nowhere zero, these are the magnetisations of fixed direction. Among differentiable fields without zeros, the projected variable therefore equals the full squared gradient at every point if the magnetisation is collinear, and differs from it somewhere if the magnetisation is not.

The argument needs only a dot product on the values of $\mathbf m$, so the Lean development lets them lie in any real inner product space `E`; for physical spin this is $\mathbb R^3$. Positions lie in a real normed space `F`. These letters denote spaces here, not an energy and a functional.

```lean
import Mathlib

open scoped InnerProductSpace

namespace NoncollinearGGA

noncomputable section

variable {F E : Type*} [NormedAddCommGroup F] [NormedSpace ℝ F]
  [NormedAddCommGroup E] [InnerProductSpace ℝ E]
```

## Spin direction and the two gradient variables

The local spin direction is the unit vector
$$\mathbf u(\mathbf r)=\frac{\mathbf m(\mathbf r)}{|\mathbf m(\mathbf r)|}.$$
It is defined where the system is spin-polarised, which is the physical content of requiring $\mathbf m\neq 0$.

```lean
/-- The local spin direction `m / |m|` of a magnetisation field, meant for points where
`m` is nonzero. -/
def spinDirection (m : F → E) (r : F) : E := ‖m r‖⁻¹ • m r
```

In $d$ Cartesian dimensions, with $\partial_i$ the partial derivative along axis $i$, the projected variable is
$$|\nabla|\mathbf m||^2=\sum_i(\partial_i|\mathbf m|)^2 .$$
In Lean, `fderiv ℝ f r v` is the derivative of `f` at `r` along the vector `v`, and `EuclideanSpace.single i 1` is the unit vector along axis $i$. Together they give $\partial_i$.

```lean
/-- The projected GGA variable: the squared gradient of the magnitude `|m|` in `d`
dimensions, meant for points where `|m|` is differentiable. -/
def projectedGradSq {d : ℕ} (m : EuclideanSpace ℝ (Fin d) → E)
    (r : EuclideanSpace ℝ (Fin d)) : ℝ :=
  ∑ i, (fderiv ℝ (fun s => ‖m s‖) r (EuclideanSpace.single i 1)) ^ 2
```

The full variable sums over all components of $\mathbf m$ as well:
$$|\nabla\mathbf m|^2=\sum_i|\partial_i\mathbf m|^2 .$$

```lean
/-- The full GGA variable: the squared gradient of the vector field `m`, summed over all
Cartesian directions, meant for points where `m` is differentiable. -/
def fullGradSq {d : ℕ} (m : EuclideanSpace ℝ (Fin d) → E)
    (r : EuclideanSpace ℝ (Fin d)) : ℝ :=
  ∑ i, ‖fderiv ℝ m r (EuclideanSpace.single i 1)‖ ^ 2
```

Both variables are squares without prefactors. A change of units for $\mathbf m$ multiplies them by the same factor and leaves the comparison as it was.

## The slope of the magnitude is the component of the gradient along the spin

Write $D_v$ for the derivative along a vector $v$. Away from zeros of $\mathbf m$ the magnitude is differentiable, because the length of a vector is a smooth function away from the origin. Differentiating $|\mathbf m|^2=\mathbf m\cdot\mathbf m$ on both sides gives
$$2|\mathbf m|\,D_v|\mathbf m|=2\,\mathbf m\cdot D_v\mathbf m,$$
and division by $2|\mathbf m|$ leaves
$$D_v|\mathbf m|=\mathbf u\cdot D_v\mathbf m .$$
This identity is the reason for the word "projected".

```lean
/-- Where `m` is differentiable and nonzero, `|m|` is differentiable, and its derivative is
the component of the derivative of `m` along the local spin direction. -/
theorem hasFDerivAt_magnitude {m : F → E} {r : F} (hm : DifferentiableAt ℝ m r)
    (h0 : m r ≠ 0) :
    HasFDerivAt (fun s => ‖m s‖) ((innerSL ℝ (spinDirection m r)).comp (fderiv ℝ m r)) r := by
  have hn : DifferentiableAt ℝ (fun s => ‖m s‖) r := hm.norm ℝ h0
  refine hn.hasFDerivAt.congr_fderiv (ContinuousLinearMap.ext fun v => ?_)
  -- differentiate `⟪m, m⟫ = |m| |m|` in two ways
  have h1 := fderiv_inner_apply ℝ hm hm v
  have h2 := (hn.hasFDerivAt.mul hn.hasFDerivAt).fderiv
  have h3 : (fun s => ⟪m s, m s⟫_ℝ) = (fun s => ‖m s‖) * (fun s => ‖m s‖) :=
    funext fun s => real_inner_self_eq_norm_mul_norm (m s)
  rw [h3, h2] at h1
  change ‖m r‖ * fderiv ℝ (fun s => ‖m s‖) r v
    + ‖m r‖ * fderiv ℝ (fun s => ‖m s‖) r v = _ at h1
  have h4 := real_inner_comm (m r) (fderiv ℝ m r v)
  have hne : ‖m r‖ ≠ 0 := norm_ne_zero_iff.2 h0
  change _ = ⟪‖m r‖⁻¹ • m r, fderiv ℝ m r v⟫_ℝ
  rw [real_inner_smul_left, eq_inv_mul_iff_mul_eq₀ hne]
  linarith
```

The theorem states the derivative as a linear map: first apply the derivative of $\mathbf m$, then take the inner product with $\mathbf u$. In the proof, `h1` is the product rule for $\mathbf m\cdot\mathbf m$, `h2` is the product rule for $|\mathbf m||\mathbf m|$, and `h3` says that the two functions are the same. Symmetry of the inner product, `h4`, merges the two terms on the right, and `linarith` compares the results once the factor $|\mathbf m|^{-1}$ has been moved across.

The direction $\mathbf u=|\mathbf m|^{-1}\mathbf m$ is a product of two functions that are differentiable at any point where $\mathbf m$ is differentiable and nonzero. It is therefore differentiable there too.

```lean
/-- The spin direction is differentiable wherever the magnetisation is differentiable and
nonzero. -/
theorem differentiableAt_spinDirection {m : F → E} {r : F} (hm : DifferentiableAt ℝ m r)
    (h0 : m r ≠ 0) : DifferentiableAt ℝ (spinDirection m) r :=
  ((hm.norm ℝ h0).inv (norm_ne_zero_iff.2 h0)).smul hm
```

## Stretching and turning add in squares

The magnetisation can change in length or in direction. The product rule applied to $\mathbf m=|\mathbf m|\,\mathbf u$ separates the two:
$$D_v\mathbf m=|\mathbf m|\,D_v\mathbf u+(D_v|\mathbf m|)\,\mathbf u .$$
Take the dot product with $\mathbf u$ and use $|\mathbf u|=1$:
$$\mathbf u\cdot D_v\mathbf m=|\mathbf m|\,\mathbf u\cdot D_v\mathbf u+D_v|\mathbf m| .$$
By the previous result the left side is $D_v|\mathbf m|$. Hence $|\mathbf m|\,\mathbf u\cdot D_v\mathbf u=0$, and since $|\mathbf m|\neq0$, the turning $D_v\mathbf u$ is orthogonal to $\mathbf u$. The squared length of the sum then has no cross term:
$$|D_v\mathbf m|^2=(D_v|\mathbf m|)^2+|\mathbf m|^2\,|D_v\mathbf u|^2 .$$
The last term is what the projected variable omits. It is never negative, and it is weighted by the square of the local magnetisation.

```lean
/-- Where `m` is differentiable and nonzero, its squared derivative along any `v` is that of
the magnitude plus `|m|²` times that of the spin direction. -/
theorem normSq_fderiv_split {m : F → E} {r : F} (hm : DifferentiableAt ℝ m r)
    (h0 : m r ≠ 0) (v : F) :
    ‖fderiv ℝ m r v‖ ^ 2 = (fderiv ℝ (fun s => ‖m s‖) r v) ^ 2
      + ‖m r‖ ^ 2 * ‖fderiv ℝ (spinDirection m) r v‖ ^ 2 := by
  have hne : ‖m r‖ ≠ 0 := norm_ne_zero_iff.2 h0
  have hn : DifferentiableAt ℝ (fun s => ‖m s‖) r := hm.norm ℝ h0
  have hu := differentiableAt_spinDirection hm h0
  have hunit : ‖spinDirection m r‖ = 1 := by
    rw [spinDirection, norm_smul, norm_inv, norm_norm, inv_mul_cancel₀ hne]
  -- product rule for `m = |m| u`
  have hrec : (fun s => ‖m s‖ • spinDirection m s) = m := by
    funext s
    by_cases hs : m s = 0
    · simp [spinDirection, hs]
    · exact smul_inv_smul₀ (norm_ne_zero_iff.2 hs) (m s)
  have hprod : HasFDerivAt (fun s => ‖m s‖ • spinDirection m s)
      (‖m r‖ • fderiv ℝ (spinDirection m) r
        + (fderiv ℝ (fun s => ‖m s‖) r).smulRight (spinDirection m r)) r :=
    hn.hasFDerivAt.smul hu.hasFDerivAt
  rw [hrec] at hprod
  have hsplit : fderiv ℝ m r v = ‖m r‖ • fderiv ℝ (spinDirection m) r v
      + fderiv ℝ (fun s => ‖m s‖) r v • spinDirection m r := by
    rw [hprod.fderiv]
    rfl
  -- the direction turns at right angles to itself
  have hproj : fderiv ℝ (fun s => ‖m s‖) r v = ⟪spinDirection m r, fderiv ℝ m r v⟫_ℝ := by
    rw [(hasFDerivAt_magnitude hm h0).fderiv]
    rfl
  rw [hsplit, inner_add_right, real_inner_smul_right, real_inner_smul_right,
    real_inner_self_eq_norm_sq, hunit] at hproj
  have horth : ⟪spinDirection m r, fderiv ℝ (spinDirection m) r v⟫_ℝ = 0 :=
    (mul_eq_zero.1 (by linarith)).resolve_left hne
  have horth' : ⟪fderiv ℝ (spinDirection m) r v, spinDirection m r⟫_ℝ = 0 := by
    rw [real_inner_comm]
    exact horth
  rw [hsplit, norm_add_sq_real, real_inner_smul_left, real_inner_smul_right, horth',
    norm_smul, norm_smul, hunit, norm_norm, Real.norm_eq_abs, mul_one, sq_abs]
  ring
```

This statement concerns a single point `r`, and only there is $\mathbf m$ assumed to be differentiable and nonzero. The identity `hrec`, $\mathbf m=|\mathbf m|\mathbf u$, is nevertheless proved as an equality of functions; its case distinction deals with possible zeros elsewhere, where both sides vanish. The step `hsplit` is the product rule, `hproj` is the projection on $\mathbf u$, and `horth` is the orthogonality. The final rewriting expands the square with `norm_add_sq_real`.

## Fixed direction on a line

Let $\mathbf m$ depend on one coordinate $x$, be differentiable everywhere and vanish nowhere. With $v=1$ the decomposition reads
$$|\mathbf m'|^2=(|\mathbf m|')^2+|\mathbf m|^2|\mathbf u'|^2 .$$
Suppose that $(|\mathbf m|')^2=|\mathbf m'|^2$ at every $x$. Then $|\mathbf m|^2|\mathbf u'|^2=0$, and because $\mathbf m(x)\neq0$, it follows that $\mathbf u'(x)=0$. A differentiable function on the line whose derivative is zero everywhere is constant, so $\mathbf u$ is constant. Conversely, if $\mathbf u$ is constant, then $\mathbf u'=0$ and the last term disappears at every $x$.

```lean
/-- For a differentiable, nowhere vanishing magnetisation on a line, the squared derivative
of `|m|` equals `|m'|²` at every point if and only if `m / |m|` is constant. -/
theorem deriv_exact_iff_direction_const {m : ℝ → E} (hm : Differentiable ℝ m)
    (h0 : ∀ x, m x ≠ 0) :
    (∀ x, (deriv (fun t => ‖m t‖) x) ^ 2 = ‖deriv m x‖ ^ 2) ↔
      ∀ x y, spinDirection m x = spinDirection m y := by
  have key : ∀ x, ‖deriv m x‖ ^ 2 = (deriv (fun t => ‖m t‖) x) ^ 2
      + ‖m x‖ ^ 2 * ‖deriv (spinDirection m) x‖ ^ 2 :=
    fun x => normSq_fderiv_split (hm x) (h0 x) 1
  constructor
  · intro h
    refine is_const_of_deriv_eq_zero
      (fun x => differentiableAt_spinDirection (hm x) (h0 x)) fun x => ?_
    have hz : ‖m x‖ ^ 2 * ‖deriv (spinDirection m) x‖ ^ 2 = 0 := by
      linarith [key x, h x]
    simpa [h0 x] using hz
  · intro h x
    have hc : spinDirection m = fun _ => spinDirection m x := funext fun y => h y x
    have hz : deriv (spinDirection m) x = 0 := by
      rw [hc]
      exact (hasDerivAt_const _ _).deriv
    rw [key x, hz]
    simp
```

Read in words, the theorem takes a magnetisation `m` on the real line, with `hm` for differentiability at every point and `h0` for the absence of zeros. It states that the squared derivative of the magnitude equals the squared norm of the derivative at all `x` if and only if the spin directions at any two points `x` and `y` are equal. The equality of the variables is required at every point; at one point alone it says only that the spin is not turning there.

In the proof, `key` is the decomposition with $v=1$. The first branch subtracts the assumed equality to obtain `hz`, and the second replaces $\mathbf u$ by a constant function and differentiates it.

## From zero derivative to constant direction

The passage from a local statement to a global one is made by Mathlib's `is_const_of_deriv_eq_zero`, and in $d$ dimensions by `is_const_of_fderiv_eq_zero`. The mathematics behind it is the mean value theorem. For two points $x$ and $y$, put $\mathbf w=\mathbf u(y)-\mathbf u(x)$ and consider the scalar function
$$g(t)=\mathbf w\cdot\mathbf u\big(x+t(y-x)\big),\qquad 0\le t\le1 .$$
Its derivative is zero, so $g(1)=g(0)$, which says $|\mathbf w|^2=0$. The derivative of $\mathbf m$ need not be continuous for this.

The lemma asks for two things: that the function is differentiable, and that its derivative is zero. The first is a real demand, because Mathlib assigns the derivative the value zero wherever a function is not differentiable. A step function thus has `deriv` equal to zero at every point, including the jump, without being constant. Here the differentiability of $\mathbf u$ comes from `differentiableAt_spinDirection`, which again uses the absence of zeros.

## Fixed direction in $d$ dimensions

For a field on $d$-dimensional space, apply the decomposition along each Cartesian axis and add:
$$|\nabla\mathbf m|^2=|\nabla|\mathbf m||^2+\sum_i|\mathbf m|^2\,|\partial_i\mathbf u|^2 .$$
If the two variables agree at $\mathbf r$, the remaining sum is zero. Its terms are nonnegative, so each of them is zero, and $\mathbf m(\mathbf r)\neq0$ gives $\partial_i\mathbf u(\mathbf r)=0$ for every $i$. The derivative of $\mathbf u$ at $\mathbf r$ is a linear map that vanishes on a basis, hence it vanishes. If this happens at every $\mathbf r$, then $\mathbf u$ is constant. In the other direction, a constant $\mathbf u$ has $\partial_i\mathbf u=0$, and the sum drops out.

```lean
/-- In `d` dimensions, for a differentiable, nowhere vanishing magnetisation, the projected
and full GGA variables agree at every point if and only if `m / |m|` is constant. -/
theorem gradSq_exact_iff_direction_const {d : ℕ} {m : EuclideanSpace ℝ (Fin d) → E}
    (hm : Differentiable ℝ m) (h0 : ∀ r, m r ≠ 0) :
    (∀ r, projectedGradSq m r = fullGradSq m r) ↔
      ∀ r s, spinDirection m r = spinDirection m s := by
  have key : ∀ r, fullGradSq m r = projectedGradSq m r + ∑ i, ‖m r‖ ^ 2 *
      ‖fderiv ℝ (spinDirection m) r (EuclideanSpace.single i 1)‖ ^ 2 := by
    intro r
    rw [fullGradSq, projectedGradSq, ← Finset.sum_add_distrib]
    exact Finset.sum_congr rfl fun i _ => normSq_fderiv_split (hm r) (h0 r) _
  constructor
  · intro h
    refine is_const_of_fderiv_eq_zero (𝕜 := ℝ)
      (fun r => differentiableAt_spinDirection (hm r) (h0 r)) fun r => ?_
    -- a vanishing sum of nonnegative terms vanishes term by term
    have hs : ∑ i, ‖m r‖ ^ 2 *
        ‖fderiv ℝ (spinDirection m) r (EuclideanSpace.single i 1)‖ ^ 2 = 0 := by
      linarith [key r, h r]
    rw [Finset.sum_eq_zero_iff_of_nonneg fun i _ => by positivity] at hs
    have hb : (fderiv ℝ (spinDirection m) r).toLinearMap = 0 := by
      refine (EuclideanSpace.basisFun (Fin d) ℝ).toBasis.ext fun i => ?_
      simpa [h0 r] using hs i (Finset.mem_univ i)
    exact ContinuousLinearMap.ext fun v => LinearMap.congr_fun hb v
  · intro h r
    have hc : spinDirection m = fun _ => spinDirection m r := funext fun s => h s r
    have hz : fderiv ℝ (spinDirection m) r = 0 := by
      rw [hc]
      exact (hasFDerivAt_const _ _).fderiv
    rw [key r, hz]
    simp

end

end NoncollinearGGA
```

The hypotheses are those of the line, now on `EuclideanSpace ℝ (Fin d)`, and $d=3$ is ordinary space. The step `hs` is the vanishing sum, `Finset.sum_eq_zero_iff_of_nonneg` splits it into its terms, and `hb` extends the result from the basis vectors to the whole linear map.

```lean
#print axioms NoncollinearGGA.deriv_exact_iff_direction_const
#print axioms NoncollinearGGA.gradSq_exact_iff_direction_const
```

```
'NoncollinearGGA.deriv_exact_iff_direction_const' depends on axioms: [propext, Classical.choice, Quot.sound]
'NoncollinearGGA.gradSq_exact_iff_direction_const' depends on axioms: [propext, Classical.choice, Quot.sound]
```

## One node lets the direction flip unnoticed

Let $\mathbf e$ be a fixed unit vector and take $\mathbf m(x)=x^3\mathbf e$ on the line. This field is smooth and has a single zero, at $x=0$. It grows without bound, so it serves as a model of the neighbourhood of a node and not as the magnetisation of a whole system. Its magnitude is $|x|^3$, which is differentiable everywhere with derivative $3x|x|$. Therefore
$$(|\mathbf m|')^2=9x^4=|\mathbf m'|^2$$
at every $x$, the node included. The spin direction, however, is $-\mathbf e$ for $x<0$ and $+\mathbf e$ for $x>0$. On the line, a single zero is thus enough for the two variables to agree everywhere while the direction differs between the two sides. In three dimensions an isolated zero is not enough, because the space around it stays connected. The field $x^3\mathbf e$ vanishes there on a whole plane, which separates two half-spaces of opposite direction. These remarks have no Lean proof above.

The example also marks the step from the theorems to a real material: one has to know that the computed magnetisation is differentiable and nonzero throughout space. For point nuclei the exact magnetisation generally has a cusp at each nucleus and is not differentiable there. An antiferromagnet with collinear moments has a spin density that changes sign, and so it passes through zero. Where it does so with nonzero slope, $|\mathbf m|$ has a kink and the projected variable is undefined at the node, unlike in the cubic example.
